# The Gaussian width that matches Fermi smearing for a quadratic density of states

When a calculation on a metal is switched from Fermi to Gaussian smearing, copying the old number for the width changes the amount of broadening. One criterion for the new width is that the smeared density of states at a chosen level stays the same. For non-interacting levels whose density of states is a quadratic with nonzero curvature, this criterion fixes the ratio of the two widths.

## Density, kernels and smearing

Let $e$ be the energy (in powers such as $e^{-x}$ the letter is Euler's number) and let
$$g(e)=g_0+g_1e+g_2e^2 .$$
This is `dos g0 g1 g2 e`. The Fermi and Gaussian kernels, `fermiKernel T` and `gaussKernel s`, are
$$F_T(e)=\frac{1}{4T\cosh^2(e/2T)},\qquad G_s(e)=\frac{\exp(-e^2/s^2)}{s\sqrt\pi}.$$
Here $T$ is the temperature in energy units, so it stands for $k_BT$, and $s$ is $\sqrt2$ times the standard deviation of the Gaussian. Smearing with a kernel $K$ at the level $\mu$ is the integral over the whole real line
$$S_K(\mu)=\int g(e)\,K(e-\mu)\,de ,$$
written `smear K g μ`. All quantities are real numbers.

The quadratic is an idealisation: it has no band edges or van Hove singularities, and it may become negative far from $\mu$. The level $\mu$ is the same for both kernels and is not readjusted to conserve the electron number. Total energies and forces do not enter.

```lean
import Mathlib

open Real MeasureTheory Set Filter Topology

namespace SmearingWidths

noncomputable section

/-- Quadratic density of states `g0 + g1 e + g2 e²`. -/
def dos (g0 g1 g2 e : ℝ) : ℝ := g0 + g1 * e + g2 * e ^ 2

/-- Fermi smearing kernel at temperature `T > 0` (in energy units). -/
def fermiKernel (T e : ℝ) : ℝ := 1 / (4 * T * Real.cosh (e / (2 * T)) ^ 2)

/-- Gaussian smearing kernel of width `s > 0`. -/
def gaussKernel (s e : ℝ) : ℝ := Real.exp (-e ^ 2 / s ^ 2) / (s * √π)

/-- Density of states `g` smeared with the kernel `K` centred at the level `μ`. -/
def smear (K g : ℝ → ℝ) (μ : ℝ) : ℝ := ∫ e, g e * K (e - μ)
```

## (a) The Fermi kernel in Boltzmann factors

Show that at $T=1$
$$F_1(x)=\frac{e^{-x}}{(1+e^{-x})^2}.$$

Since $2\cosh(x/2)=e^{x/2}+e^{-x/2}=e^{x/2}(1+e^{-x})$, squaring gives $4\cosh^2(x/2)=e^{x}(1+e^{-x})^2$. The reciprocal is the claim.

In Lean, `h1` writes $e^{-x}$ as a square, the fractions are cross-multiplied, and `linear_combination` finishes with $e^{x/2}e^{-x/2}=1$.

```lean
/-- The Fermi kernel at `T = 1`, written with Boltzmann factors. -/
theorem fermiKernel_one (x : ℝ) :
    fermiKernel 1 x = Real.exp (-x) / (1 + Real.exp (-x)) ^ 2 := by
  have h1 : Real.exp (-x) = Real.exp (-(x / 2)) ^ 2 := by
    rw [← Real.exp_nat_mul]
    congr 1
    push_cast
    ring
  have h2 : Real.exp (x / 2) * Real.exp (-(x / 2)) = 1 := by
    rw [← Real.exp_add]
    simp
  unfold fermiKernel
  rw [show x / (2 * 1) = x / 2 by ring, Real.cosh_eq, h1,
    div_eq_div_iff (by positivity) (by positivity)]
  linear_combination (-(1 + Real.exp (x / 2) * Real.exp (-(x / 2))
    + 2 * Real.exp (-(x / 2)) ^ 2)) * h2
```

## (b) A Bose integral from the Basel sum

Change the sign in the denominator and show that
$$\int_0^\infty x^2\,\frac{e^{-x}}{(1-e^{-x})^2}\,dx=\frac{\pi^2}{3}.$$

For $x>0$ put $q=e^{-x}<1$. Then $q/(1-q)^2=\sum_{n\ge1}nq^n$, and each term integrates to
$$n\int_0^\infty x^2e^{-nx}\,dx=n\cdot\frac{2}{n^3}=\frac{2}{n^2}.$$
All terms are positive, so sum and integral may be exchanged, and the total is $2\cdot\pi^2/6$.

`hF` is the integral of one term, `hz` the Basel sum, and `key` the exchange. Lean's sum starts at $n=0$ with a vanishing term. Lean gives a non-integrable function the integral zero, so a nonzero value proves integrability; parts (c) and (d) use the same argument.

```lean
/-- The Bose counterpart of the Fermi kernel at `T = 1` has second moment `π²/3` over positive
energies. -/
theorem bose_half_moment :
    ∫ x in Ioi (0 : ℝ), x ^ 2 * (Real.exp (-x) / (1 - Real.exp (-x)) ^ 2) = π ^ 2 / 3 := by
  have hF : ∀ n : ℕ, ∫ x in Ioi (0 : ℝ), (n : ℝ) * (x ^ 2 * Real.exp (-(n * x)))
      = 2 * (1 / (n : ℝ) ^ 2) := by
    intro n
    rcases Nat.eq_zero_or_pos n with rfl | hn
    · simp
    have hr : (0 : ℝ) < n := Nat.cast_pos.2 hn
    have h := Real.integral_rpow_mul_exp_neg_mul_Ioi (a := 3) (r := n) (by norm_num) hr
    have h3 : Real.Gamma 3 = 2 := by
      rw [show (3 : ℝ) = ((2 : ℕ) : ℝ) + 1 by norm_num, Real.Gamma_nat_eq_factorial]
      norm_num [Nat.factorial]
    have h4 : (1 / (n : ℝ)) ^ (3 : ℝ) = (1 / (n : ℝ)) ^ 3 := by
      exact_mod_cast Real.rpow_natCast (1 / (n : ℝ)) 3
    rw [h3, h4, show (3 : ℝ) - 1 = 2 by norm_num] at h
    simp only [Real.rpow_two] at h
    rw [integral_const_mul, h]
    field_simp
  have hz : HasSum (fun n : ℕ => 2 * (1 / (n : ℝ) ^ 2)) (2 * (π ^ 2 / 6)) :=
    hasSum_zeta_two.mul_left 2
  have hN : ∀ (n : ℕ) (x : ℝ), ‖(n : ℝ) * (x ^ 2 * Real.exp (-(n * x)))‖
      = (n : ℝ) * (x ^ 2 * Real.exp (-(n * x))) :=
    fun n x => Real.norm_of_nonneg (by positivity)
  -- integrate the expansion in Boltzmann factors term by term
  have key := hasSum_integral_of_summable_integral_norm
    (μ := volume.restrict (Ioi (0 : ℝ)))
    (F := fun (n : ℕ) (x : ℝ) => (n : ℝ) * (x ^ 2 * Real.exp (-(n * x))))
    (fun n => by
      rcases Nat.eq_zero_or_pos n with rfl | hn
      · simp
      by_contra h
      have h0 := hF n
      rw [integral_undef h] at h0
      have hr : (0 : ℝ) < n := Nat.cast_pos.2 hn
      have : 0 < 2 * (1 / (n : ℝ) ^ 2) := by positivity
      linarith)
    (by simp only [hN, hF]; exact hz.summable)
  simp only [hF] at key
  rw [show π ^ 2 / 3 = 2 * (π ^ 2 / 6) by ring, hz.unique key]
  refine setIntegral_congr_fun measurableSet_Ioi fun x hx => ?_
  have hx0 : 0 < x := hx
  have hr : ‖Real.exp (-x)‖ < 1 := by
    rw [Real.norm_of_nonneg (Real.exp_pos _).le]
    exact Real.exp_lt_one_iff.2 (by linarith)
  have ht : ∀ n : ℕ, (n : ℝ) * (x ^ 2 * Real.exp (-(n * x)))
      = x ^ 2 * (n * Real.exp (-x) ^ n) := by
    intro n
    rw [← Real.exp_nat_mul, show (n : ℝ) * (-x) = -(n * x) by ring]
    ring
  simp only [ht]
  exact ((hasSum_coe_mul_geometric_of_norm_lt_one hr).mul_left (x ^ 2)).tsum_eq.symm
```

## (c) The second moment of the Fermi kernel

Deduce that
$$\int_0^\infty x^2F_1(x)\,dx=\frac{\pi^2}{6}.$$

Let $B(x)=x^2q/(1-q)^2$ be the integrand of (b), with $q=e^{-x}$. Then $B(2x)=4x^2q^2/(1-q^2)^2$, and
$$B(x)-B(2x)=x^2q\,\frac{(1+q)^2-4q}{(1-q^2)^2}=\frac{x^2q}{(1+q)^2}=x^2F_1(x).$$
Substituting $2x$ halves the integral, so $\int_0^\infty B(2x)\,dx=\pi^2/6$, and the difference is $\pi^2/3-\pi^2/6=\pi^2/6$.

These are the steps `hp` (the identity) and `hB2` (the rescaled integral).

```lean
/-- The Fermi kernel at `T = 1` has second moment `π²/6` over positive energies. -/
theorem fermi_half_moment : ∫ x in Ioi (0 : ℝ), x ^ 2 * fermiKernel 1 x = π ^ 2 / 6 := by
  let B : ℝ → ℝ := fun x => x ^ 2 * (Real.exp (-x) / (1 - Real.exp (-x)) ^ 2)
  have hB : ∫ x in Ioi (0 : ℝ), B x = π ^ 2 / 3 := bose_half_moment
  have hB2 : ∫ x in Ioi (0 : ℝ), B (2 * x) = π ^ 2 / 6 := by
    rw [integral_comp_mul_left_Ioi B 0 (by norm_num : (0 : ℝ) < 2), mul_zero, hB,
      smul_eq_mul]
    ring
  have hpi : 0 < π ^ 2 := by positivity
  have hi : Integrable B (volume.restrict (Ioi 0)) := by
    by_contra h
    rw [integral_undef h] at hB
    linarith
  have hi2 : Integrable (fun x => B (2 * x)) (volume.restrict (Ioi 0)) := by
    by_contra h
    rw [integral_undef h] at hB2
    linarith
  -- the Fermi integrand is the Bose integrand at `x` minus the Bose integrand at `2 * x`
  have hp : ∀ x ∈ Ioi (0 : ℝ), x ^ 2 * fermiKernel 1 x = B x - B (2 * x) := by
    intro x hx
    have hx0 : 0 < x := hx
    have he : Real.exp (-(2 * x)) = Real.exp (-x) ^ 2 := by
      rw [← Real.exp_nat_mul]
      congr 1
      push_cast
      ring
    have n1 : 1 - Real.exp (-x) ≠ 0 :=
      (sub_pos.2 (Real.exp_lt_one_iff.2 (by linarith))).ne'
    have n2 : 1 + Real.exp (-x) ≠ 0 := by positivity
    show _ = x ^ 2 * (Real.exp (-x) / (1 - Real.exp (-x)) ^ 2)
      - (2 * x) ^ 2 * (Real.exp (-(2 * x)) / (1 - Real.exp (-(2 * x))) ^ 2)
    rw [fermiKernel_one, he,
      show 1 - Real.exp (-x) ^ 2 = (1 - Real.exp (-x)) * (1 + Real.exp (-x)) by ring]
    field_simp
    ring
  refine (setIntegral_congr_fun measurableSet_Ioi hp).trans ?_
  rw [integral_sub hi hi2, hB, hB2]
  ring
```

## (d) The shift produced by an even kernel

Let $k$ be an even function with $\int_0^\infty k=\tfrac12$ and $\int_0^\infty x^2k=\tfrac m2$, where $m>0$. For $s>0$ and $K(e)=k(e/s)/s$, show that
$$S_K(\mu)=g(\mu)+g_2s^2m .$$

Substitute $e=\mu+sy$. The factor $1/s$ cancels against $de=s\,dy$, and
$$g(\mu+sy)=g(\mu)+(g_1+2g_2\mu)\,s\,y+g_2s^2y^2 .$$
By evenness the integrals of $k$, $yk$ and $y^2k$ over the whole line are $1$, $0$ and $m$. The middle one converges because $|y|\le1+y^2$.

The hypotheses `hk` and `hk2` hold the half-line moments, and `K0`, `hodd` and `K2` are the three full-line integrals. `hsub` is the substitution and `hi` the expansion. The condition $m>0$ supplies the integrability of $y^2k$. Positivity of $k$ is not assumed.

```lean
/-- Take an even kernel shape `k` with integral `1/2` and second moment `m/2 > 0` over
positive energies. Smearing with width `s > 0` shifts a quadratic density of states by
`g2 s² m`. -/
theorem smear_dos {k : ℝ → ℝ} {m s : ℝ} (hev : ∀ x, k (-x) = k x)
    (hk : ∫ x in Ioi (0 : ℝ), k x = 1 / 2) (hm : 0 < m)
    (hk2 : ∫ x in Ioi (0 : ℝ), x ^ 2 * k x = m / 2) (hs : 0 < s) (g0 g1 g2 μ : ℝ) :
    smear (fun e => k (e / s) / s) (dos g0 g1 g2) μ
      = dos g0 g1 g2 μ + g2 * (s ^ 2 * m) := by
  have hab : ∀ x, k |x| = k x := fun x => by
    rcases abs_choice x with h | h <;> rw [h]
    exact hev x
  have K0 := integral_comp_abs (f := k)
  have K2 := integral_comp_abs (f := fun x => x ^ 2 * k x)
  simp only [hab] at K0
  simp only [hab, sq_abs] at K2
  rw [hk] at K0
  rw [hk2] at K2
  -- nonzero integrals come from integrable functions
  have h0 : Integrable k := by
    by_contra h
    rw [integral_undef h] at K0
    linarith
  have h2 : Integrable (fun e => e ^ 2 * k e) := by
    by_contra h
    rw [integral_undef h] at K2
    linarith
  have h1 : Integrable (fun e => e * k e) := by
    refine (h0.norm.add h2.norm).mono' (continuous_id.aestronglyMeasurable.mul h0.1)
      (Eventually.of_forall fun e => ?_)
    show ‖e * k e‖ ≤ ‖k e‖ + ‖e ^ 2 * k e‖
    rw [norm_mul, norm_mul, norm_pow]
    nlinarith [norm_nonneg (k e), mul_nonneg (norm_nonneg (k e)) (sq_nonneg (‖e‖ - 1)),
      mul_nonneg (norm_nonneg (k e)) (sq_nonneg ‖e‖)]
  -- the first moment vanishes by symmetry
  have hodd : ∫ e, e * k e = 0 := by
    have h := integral_neg_eq_self (fun e => e * k e) volume
    simp only [hev, neg_mul, integral_neg] at h
    linarith
  -- measure energies from the level in units of the width
  have hsub : ∀ G : ℝ → ℝ, ∫ e, G ((e - μ) / s) = s * ∫ y, G y := fun G =>
    (integral_sub_right_eq_self (fun e => G (e / s)) μ).trans
      ((Measure.integral_comp_div G s).trans (by rw [abs_of_pos hs, smul_eq_mul]))
  have he : ∀ e, s * ((e - μ) / s) + μ = e := fun e => by
    rw [← mul_div_assoc, mul_div_cancel_left₀ _ hs.ne', sub_add_cancel]
  have h := hsub (fun y => dos g0 g1 g2 (s * y + μ) * (k y / s))
  simp only [he] at h
  refine Eq.trans h ?_
  have hi : ∀ y, dos g0 g1 g2 (s * y + μ) * (k y / s) = (dos g0 g1 g2 μ / s * k y
      + (g1 + 2 * g2 * μ) * (y * k y)) + g2 * s * (y ^ 2 * k y) := fun y => by
    unfold dos
    linear_combination (y * (g1 + 2 * g2 * μ) * k y + g2 * s * y ^ 2 * k y)
      * mul_inv_cancel₀ hs.ne'
  have hA : Integrable (fun y => dos g0 g1 g2 μ / s * k y
      + (g1 + 2 * g2 * μ) * (y * k y)) := (h0.const_mul _).add (h1.const_mul _)
  simp only [hi]
  rw [integral_add hA (h2.const_mul _), integral_add (h0.const_mul _) (h1.const_mul _),
    integral_const_mul, integral_const_mul, integral_const_mul, K0, hodd, K2]
  linear_combination dos g0 g1 g2 μ * mul_inv_cancel₀ hs.ne'
```

## (e) Fermi smearing

For $T>0$ show that
$$S_{F_T}(\mu)=g(\mu)+\frac{\pi^2T^2}{3}\,g_2 .$$

The derivative of $(1+e^{-x})^{-1}$ is $F_1(x)$ by (a). This function rises from $\tfrac12$ at $x=0$ to $1$ at infinity, so $\int_0^\infty F_1=\tfrac12$. By (c), $m=\pi^2/3$. Since $F_1$ is even and $F_T(e)=F_1(e/T)/T$, part (d) applies with width $T$.

`hhalf` is the norm and `hsc` the scaling relation.

```lean
/-- Fermi smearing at `T > 0` shifts a quadratic density of states by `π² T² g2 / 3`. -/
theorem smear_fermi {T : ℝ} (hT : 0 < T) (g0 g1 g2 μ : ℝ) :
    smear (fermiKernel T) (dos g0 g1 g2) μ
      = dos g0 g1 g2 μ + g2 * (π ^ 2 * T ^ 2 / 3) := by
  -- one minus the Fermi function is an antiderivative of the kernel and fixes the norm
  have hhalf : ∫ x in Ioi (0 : ℝ), fermiKernel 1 x = 1 / 2 := by
    have hlim : Tendsto (fun x : ℝ => (1 + Real.exp (-x))⁻¹) atTop (𝓝 1) := by
      have h := (Real.tendsto_exp_neg_atTop_nhds_zero.const_add 1).inv₀ (by norm_num)
      simpa using h
    have hd : ∀ x ∈ Ici (0 : ℝ),
        HasDerivAt (fun x : ℝ => (1 + Real.exp (-x))⁻¹) (fermiKernel 1 x) x := by
      intro x _
      have hne : 1 + Real.exp (-x) ≠ 0 := by positivity
      have h := ((hasDerivAt_id' x).fun_neg.exp.const_add 1).inv hne
      exact h.congr_deriv (by rw [fermiKernel_one]; ring)
    rw [integral_Ioi_of_hasDerivAt_of_nonneg' hd
      (fun x _ => by rw [fermiKernel_one]; positivity) hlim]
    norm_num
  have hsc : fermiKernel T = fun e => fermiKernel 1 (e / T) / T := by
    funext e
    unfold fermiKernel
    rw [show e / T / (2 * 1) = e / (2 * T) by ring, div_div]
    congr 1
    ring
  rw [hsc, smear_dos (m := π ^ 2 / 3)
    (fun e => by simp only [fermiKernel, neg_div, Real.cosh_neg]) hhalf (by positivity)
    (by rw [fermi_half_moment]; ring) hT]
  ring
```

## (f) Gaussian smearing

For $s>0$ show that
$$S_{G_s}(\mu)=g(\mu)+\frac{s^2}{2}\,g_2 .$$

The Gaussian integrals are
$$\int_0^\infty e^{-x^2}dx=\frac{\sqrt\pi}{2},\qquad \int_0^\infty x^2e^{-x^2}dx=\tfrac12\Gamma(\tfrac32)=\frac{\sqrt\pi}{4}.$$
Dividing by $\sqrt\pi$ gives $\tfrac12$ and $\tfrac14$, so $m=\tfrac12$ in (d).

In Lean these are `h0` and `h2`; the second uses $\Gamma(\tfrac32)=\tfrac12\Gamma(\tfrac12)$.

```lean
/-- Gaussian smearing of width `s > 0` shifts a quadratic density of states by
`s² g2 / 2`. -/
theorem smear_gauss {s : ℝ} (hs : 0 < s) (g0 g1 g2 μ : ℝ) :
    smear (gaussKernel s) (dos g0 g1 g2) μ = dos g0 g1 g2 μ + g2 * (s ^ 2 / 2) := by
  have hpi : 0 < √π := Real.sqrt_pos.2 Real.pi_pos
  have hg : ∀ x, gaussKernel 1 x = Real.exp (-1 * x ^ 2) / √π := fun x => by
    unfold gaussKernel
    rw [one_mul, show -x ^ 2 / 1 ^ 2 = -1 * x ^ 2 by ring]
  have h0 : ∫ x in Ioi (0 : ℝ), gaussKernel 1 x = 1 / 2 := by
    simp only [hg]
    rw [integral_div, integral_gaussian_Ioi, div_one, div_eq_iff hpi.ne']
    ring
  have h2 : ∫ x in Ioi (0 : ℝ), x ^ 2 * gaussKernel 1 x = 1 / 2 / 2 := by
    have h := integral_rpow_mul_exp_neg_mul_rpow (p := 2) (q := 2) (b := 1)
      (by norm_num) (by norm_num) (by norm_num)
    rw [Real.one_rpow, show ((2 : ℝ) + 1) / 2 = 1 / 2 + 1 by norm_num,
      Real.Gamma_add_one (by norm_num), Real.Gamma_one_half_eq] at h
    simp only [Real.rpow_two] at h
    simp only [hg, ← mul_div_assoc]
    rw [integral_div, h, div_eq_iff hpi.ne']
    ring
  have hsc : gaussKernel s = fun e => gaussKernel 1 (e / s) / s := by
    funext e
    rw [hg, show -1 * (e / s) ^ 2 = -e ^ 2 / s ^ 2 by ring, div_div, mul_comm (√π)]
    rfl
  rw [hsc, smear_dos (fun e => by simp only [gaussKernel, neg_sq]) h0 (by norm_num) h2 hs]
  ring
```

## (g) Equal smeared values

Let $s,T>0$ and $g_2\neq0$. Show that at any level $\mu$
$$S_{F_T}(\mu)=S_{G_s}(\mu)\iff s=\pi T\sqrt{2/3}.$$

By (e) and (f), equality means $g_2\pi^2T^2/3=g_2s^2/2$. Cancelling $g_2$ leaves $s^2=\tfrac23\pi^2T^2$, and both $s$ and $\pi T\sqrt{2/3}$ are positive, so the roots agree. Every step can be reversed. The coefficients $g_0$, $g_1$ and the level $\mu$ drop out. If $g_2=0$, all positive widths give the same value, so the forward direction needs $g_2\ne0$.

Lean cancels with `add_left_cancel` and `mul_left_cancel₀`, and takes the root with `sq_eq_sq₀`.

```lean
/-- For a quadratic density of states with `g2 ≠ 0` and widths `s, T > 0`, Gaussian and
Fermi smearing agree at a level `μ` exactly when `s = π T √(2/3)`. -/
theorem fermi_eq_gauss_iff {s T g2 : ℝ} (hs : 0 < s) (hT : 0 < T) (hg : g2 ≠ 0)
    (g0 g1 μ : ℝ) :
    smear (fermiKernel T) (dos g0 g1 g2) μ = smear (gaussKernel s) (dos g0 g1 g2) μ
      ↔ s = π * T * √(2 / 3) := by
  have hq : √(2 / 3 : ℝ) ^ 2 = 2 / 3 := Real.sq_sqrt (by norm_num)
  rw [smear_fermi hT, smear_gauss hs]
  constructor
  · intro h
    have h' := mul_left_cancel₀ hg (add_left_cancel h)
    refine (sq_eq_sq₀ hs.le (by positivity)).1 ?_
    rw [mul_pow, mul_pow, hq]
    linear_combination (-2) * h'
  · intro h
    have h' : s ^ 2 = π ^ 2 * T ^ 2 * (2 / 3) := by rw [h, mul_pow, mul_pow, hq]
    linear_combination (-g2 / 2) * h'
```

## (h) The width as a number

For $T>0$ show that
$$2.56\,T<\pi T\sqrt{2/3}<2.57\,T .$$

Squaring confirms $0.8164<\sqrt{2/3}<0.8166$. With $3.1415<\pi<3.1416$ the product $\pi\sqrt{2/3}$ lies between $2.564$ and $2.566$. Multiply by $T$.

As an instance, take $T=0.1$ eV, $\mu=0$, $g_0=1$ eV$^{-1}$ and $g_2=3$ eV$^{-3}$. Fermi smearing gives $1+\pi^2(0.01)\approx1.0987$ eV$^{-1}$. A Gaussian with $s=0.1$ eV gives only $1+3(0.01)/2=1.015$ eV$^{-1}$, while $s\approx0.2565$ eV gives $1+3(0.0658)/2\approx1.0987$ eV$^{-1}$.

In the code, `h1` and `h2` bound the root, and `hl` and `hu` bound the product.

```lean
/-- For `T > 0` the width `π T √(2/3)` lies between `2.56 T` and `2.57 T`. -/
theorem matching_width_bounds {T : ℝ} (hT : 0 < T) :
    2.56 * T < π * T * √(2 / 3) ∧ π * T * √(2 / 3) < 2.57 * T := by
  have h1 : 0.8164 < √(2 / 3 : ℝ) := (Real.lt_sqrt (by norm_num)).2 (by norm_num)
  have h2 : √(2 / 3 : ℝ) < 0.8166 := (Real.sqrt_lt' (by norm_num)).2 (by norm_num)
  have h0 : 0 < √(2 / 3 : ℝ) := by positivity
  have hl : 2.56 < π * √(2 / 3) := by
    nlinarith [mul_pos (sub_pos.2 Real.pi_gt_d4) h0]
  have hu : π * √(2 / 3) < 2.57 := by
    nlinarith [mul_pos (sub_pos.2 Real.pi_lt_d4) h0]
  constructor
  · nlinarith [mul_pos hT (sub_pos.2 hl)]
  · nlinarith [mul_pos hT (sub_pos.2 hu)]

end

end SmearingWidths
```

```lean
#print axioms SmearingWidths.fermi_eq_gauss_iff
-- 'SmearingWidths.fermi_eq_gauss_iff' depends on axioms: [propext, Classical.choice, Quot.sound]
#print axioms SmearingWidths.matching_width_bounds
-- 'SmearingWidths.matching_width_bounds' depends on axioms: [propext, Classical.choice, Quot.sound]
```
